# Upper and lower bounds on the Gaussian-damped cutoff tail in a model of long-range RPA

## The damped integrand and its conventions

Let $q>0$ be the magnitude of a momentum, $Q>0$ a plane-wave cutoff and $\mu>0$ the range-separation parameter, all in inverse bohr. The long-range interaction $\operatorname{erf}(\mu r)/r$ has the Fourier transform $4\pi e^{-q^2/(4\mu^2)}/q^2$. The second-order term of the correlation energy in the random-phase approximation (RPA) contains two interactions. In the part that is diagonal in momentum, which is modelled here, both carry the same $q$, so the Gaussian appears squared, as $e^{-q^2/(2\mu^2)}$.

The power of $q$ is modelled by simple counting. Two interactions give $q^{-4}$, two non-interacting response functions at fixed imaginary frequency give another $q^{-4}$ at large $q$, and the radial volume element gives $q^2$. The product is $q^{-6}$, which describes the contribution of one fixed frequency; integrating over frequency changes the power to $q^{-4}$, as discussed below. Constant prefactors are left out, the sum over reciprocal-lattice vectors is replaced by a radial integral, and the asymptotic power is used at every $q>Q$.

```lean
import Mathlib

open MeasureTheory Set Filter Topology

namespace LongRangeRPACutoff

noncomputable section
```

For a natural number $n$, the integrand is

$$f_n(q)=\frac{e^{-q^2/(2\mu^2)}}{q^n}.$$

```lean
/-- The model integrand at momentum `q`: an inverse power `q⁻ⁿ` damped by the Gaussian of a
long-range interaction with range parameter `μ`, for `q ≠ 0` and `μ ≠ 0`. -/
def dampedPower (n : ℕ) (μ q : ℝ) : ℝ := Real.exp (-q ^ 2 / (2 * μ ^ 2)) / q ^ n
```

In Lean, `dampedPower n μ q` is a real-valued function of real arguments, and positivity of $\mu$ and $q$ enters later as hypotheses. The missing part of the model energy is the integral over all momenta above the cutoff,

$$T_n(Q)=\int_Q^\infty f_n(q)\,dq.$$

```lean
/-- The model cutoff error: the integral of the damped inverse power over all momenta above
the cutoff `Q`, for `Q > 0` and `μ ≠ 0`. -/
def cutoffTail (n : ℕ) (μ Q : ℝ) : ℝ := ∫ q in Ioi Q, dampedPower n μ q
```

The set `Ioi Q` is the open half-line $(Q,\infty)$. The tail will be compared with

$$B_n(Q)=\frac{\mu^2e^{-Q^2/(2\mu^2)}}{Q^{n+1}}.$$

```lean
/-- The closed-form estimate `μ² exp(-Q²/(2μ²)) / Qⁿ⁺¹` of the cutoff error,
for `Q ≠ 0` and `μ ≠ 0`. -/
def leadingTail (n : ℕ) (μ Q : ℝ) : ℝ :=
  μ ^ 2 * Real.exp (-Q ^ 2 / (2 * μ ^ 2)) / Q ^ (n + 1)
```

## An exact relation between two tails

The tail is finite because, for $q>Q$,

$$0\le f_n(q)\le\frac{e^{-q^2/(2\mu^2)}}{Q^n},$$

and the Gaussian on the right is integrable.

```lean
/-- For `μ > 0` and a positive cutoff, the damped inverse power is integrable above the
cutoff. -/
theorem integrableOn_dampedPower (n : ℕ) {μ Q : ℝ} (hμ : 0 < μ) (hQ : 0 < Q) :
    IntegrableOn (dampedPower n μ) (Ioi Q) := by
  have hg : Integrable (fun q : ℝ => Real.exp (-(1 / (2 * μ ^ 2)) * q ^ 2)) :=
    integrable_exp_neg_mul_sq (by positivity)
  have hm : Measurable (fun q : ℝ => Real.exp (-q ^ 2 / (2 * μ ^ 2)) / q ^ n) := by
    fun_prop
  -- above the cutoff the inverse power is at most its value at the cutoff
  refine Integrable.mono' ((hg.restrict (s := Ioi Q)).div_const (Q ^ n))
    hm.aestronglyMeasurable (ae_restrict_of_forall_mem measurableSet_Ioi fun q hq => ?_)
  have hle : Q ≤ q := le_of_lt (mem_Ioi.1 hq)
  have hq0 : 0 < q := lt_of_lt_of_le hQ hle
  have e : -(1 / (2 * μ ^ 2)) * q ^ 2 = -q ^ 2 / (2 * μ ^ 2) := by ring
  have hpos : 0 ≤ Real.exp (-q ^ 2 / (2 * μ ^ 2)) / q ^ n := by positivity
  show ‖Real.exp (-q ^ 2 / (2 * μ ^ 2)) / q ^ n‖
    ≤ Real.exp (-(1 / (2 * μ ^ 2)) * q ^ 2) / Q ^ n
  rw [e, Real.norm_of_nonneg hpos]
  gcongr
```

`Integrable.mono'` carries out this comparison, and `gcongr` supplies the inequality between the two denominators. Integrability has to be established because Lean assigns the value zero to the integral of a non-integrable function.

The estimate $B_n$ comes from integration by parts. Differentiating its negative gives

$$\begin{aligned}
\frac{d}{dq}\bigl[-B_n(q)\bigr]
&=-\mu^2\left(-\frac{q}{\mu^2}\right)\frac{e^{-q^2/(2\mu^2)}}{q^{n+1}}+(n+1)\mu^2\frac{e^{-q^2/(2\mu^2)}}{q^{n+2}}\\
&=f_n(q)+(n+1)\mu^2f_{n+2}(q).
\end{aligned}$$

```lean
/-- For `μ > 0` and `q > 0`, minus the closed-form estimate has as its derivative the damped
inverse power plus a correction with two more inverse powers of momentum. -/
theorem hasDerivAt_neg_leadingTail (n : ℕ) {μ q : ℝ} (hμ : 0 < μ) (hq : 0 < q) :
    HasDerivAt (fun x => -leadingTail n μ x)
      (dampedPower n μ q + (n + 1) * μ ^ 2 * dampedPower (n + 2) μ q) q := by
  have hs : HasDerivAt (fun x : ℝ => x ^ 2) (2 * q) q := by
    simpa using hasDerivAt_pow 2 q
  have h0 : HasDerivAt (fun x : ℝ => -x ^ 2 / (2 * μ ^ 2)) (-(q / μ ^ 2)) q :=
    (hs.fun_neg.div_const (2 * μ ^ 2)).congr_deriv (by field_simp)
  have h1 : HasDerivAt (fun x : ℝ => Real.exp (-x ^ 2 / (2 * μ ^ 2)))
      (Real.exp (-q ^ 2 / (2 * μ ^ 2)) * (-(q / μ ^ 2))) q := h0.exp
  have hp : HasDerivAt (fun x : ℝ => x ^ (n + 1)) (((n : ℝ) + 1) * q ^ n) q := by
    simpa using hasDerivAt_pow (n + 1) q
  refine ((h1.const_mul (μ ^ 2)).fun_div hp (pow_ne_zero _ hq.ne')).fun_neg.congr_deriv ?_
  unfold dampedPower
  generalize Real.exp (-q ^ 2 / (2 * μ ^ 2)) = e
  field_simp
  ring
```

The proof builds the derivative from the chain rule (`h1`), the power rule (`hp`) and the quotient rule. The exponential is then replaced by a single symbol, and `field_simp` and `ring` verify the remaining algebra.

At infinity the boundary term vanishes: for $q\ge1$ the exponential is at most one and $q^{n+1}\ge q$, hence

$$0\le B_n(q)\le\frac{\mu^2}{q}\longrightarrow0.$$

```lean
/-- The closed-form estimate vanishes in the limit of infinite cutoff. -/
theorem tendsto_leadingTail (n : ℕ) (μ : ℝ) :
    Tendsto (leadingTail n μ) atTop (𝓝 0) := by
  have hlim : Tendsto (fun q : ℝ => μ ^ 2 / q) atTop (𝓝 0) :=
    tendsto_const_nhds.div_atTop tendsto_id
  refine squeeze_zero' ?_ ?_ hlim
  · filter_upwards [eventually_ge_atTop (1 : ℝ)] with q hq
    have hq0 : 0 < q := by linarith
    unfold leadingTail
    positivity
  · filter_upwards [eventually_ge_atTop (1 : ℝ)] with q hq
    have he : Real.exp (-q ^ 2 / (2 * μ ^ 2)) ≤ 1 :=
      Real.exp_le_one_iff.2 (div_nonpos_of_nonpos_of_nonneg
        (neg_nonpos.2 (sq_nonneg q)) (by positivity))
    exact div_le_div₀ (sq_nonneg μ) (mul_le_of_le_one_right (sq_nonneg μ) he)
      (by linarith) (le_self_pow₀ hq (Nat.succ_ne_zero n))
```

Integrating the derivative from $Q$ to infinity leaves $0-(-B_n(Q))$, so

$$T_n(Q)+(n+1)\mu^2T_{n+2}(Q)=B_n(Q).$$

```lean
/-- Integration by parts: for `μ, Q > 0` the cutoff error plus `(n+1) μ²` times the error with
two more inverse powers equals the closed-form estimate exactly. -/
theorem cutoffTail_recurrence (n : ℕ) {μ Q : ℝ} (hμ : 0 < μ) (hQ : 0 < Q) :
    cutoffTail n μ Q + (n + 1) * μ ^ 2 * cutoffTail (n + 2) μ Q = leadingTail n μ Q := by
  have i1 : Integrable (fun q => dampedPower n μ q) (volume.restrict (Ioi Q)) :=
    integrableOn_dampedPower n hμ hQ
  have i2 : Integrable (fun q => ((n : ℝ) + 1) * μ ^ 2 * dampedPower (n + 2) μ q)
      (volume.restrict (Ioi Q)) :=
    Integrable.const_mul (integrableOn_dampedPower (n + 2) hμ hQ) _
  have hlim : Tendsto (fun q => -leadingTail n μ q) atTop (𝓝 0) := by
    simpa using (tendsto_leadingTail n μ).neg
  have h : ∫ q in Ioi Q, (dampedPower n μ q + ((n : ℝ) + 1) * μ ^ 2 * dampedPower (n + 2) μ q)
      = 0 - -leadingTail n μ Q :=
    integral_Ioi_of_hasDerivAt_of_tendsto'
      (fun q hq => hasDerivAt_neg_leadingTail n hμ (lt_of_lt_of_le hQ (mem_Ici.1 hq)))
      (i1.add i2) hlim
  rw [integral_add i1 i2, integral_const_mul] at h
  unfold cutoffTail
  linarith
```

This is an equality at every positive cutoff. The half-line form of the fundamental theorem of calculus takes the three preceding results as its inputs, after which `integral_add` and `integral_const_mul` split the integral into the two tails.

## Bounds at a finite cutoff

The integrand $f_{n+2}$ is positive, so $T_{n+2}(Q)\ge0$ and the relation gives $T_n(Q)\le B_n(Q)$. For the other direction, $q>Q$ implies $f_{n+2}(q)=f_n(q)/q^2\le f_n(q)/Q^2$. Integrating and using the upper bound,

$$T_{n+2}(Q)\le\frac{T_n(Q)}{Q^2}\le\frac{B_n(Q)}{Q^2}.$$

Inserted into the exact relation, this yields

$$T_n(Q)=B_n(Q)-(n+1)\mu^2T_{n+2}(Q)\ge\left(1-\frac{(n+1)\mu^2}{Q^2}\right)B_n(Q).$$

```lean
/-- For `μ, Q > 0` and any inverse power `n`, the cutoff error lies below the closed-form
estimate by at most the relative amount `(n+1) μ²/Q²`. -/
theorem cutoffTail_bounds (n : ℕ) {μ Q : ℝ} (hμ : 0 < μ) (hQ : 0 < Q) :
    (1 - (n + 1) * μ ^ 2 / Q ^ 2) * leadingTail n μ Q ≤ cutoffTail n μ Q ∧
      cutoffTail n μ Q ≤ leadingTail n μ Q := by
  have hrec := cutoffTail_recurrence n hμ hQ
  have hc : 0 ≤ ((n : ℝ) + 1) * μ ^ 2 := by positivity
  have hnn : 0 ≤ cutoffTail (n + 2) μ Q := by
    refine setIntegral_nonneg measurableSet_Ioi fun q hq => ?_
    have hq0 : 0 < q := hQ.trans (mem_Ioi.1 hq)
    unfold dampedPower
    positivity
  have hup : cutoffTail n μ Q ≤ leadingTail n μ Q := by
    linarith [mul_nonneg hc hnn]
  -- two more inverse powers cost at least a factor of the squared cutoff
  have hstep : cutoffTail (n + 2) μ Q ≤ cutoffTail n μ Q / Q ^ 2 := by
    unfold cutoffTail
    rw [← integral_div]
    refine setIntegral_mono_on (integrableOn_dampedPower (n + 2) hμ hQ)
      (Integrable.div_const (integrableOn_dampedPower n hμ hQ) _) measurableSet_Ioi
      fun q hq => ?_
    have hle : Q ≤ q := le_of_lt (mem_Ioi.1 hq)
    have hq0 : 0 < q := lt_of_lt_of_le hQ hle
    unfold dampedPower
    rw [pow_add, ← div_div]
    gcongr
  have hB : cutoffTail (n + 2) μ Q ≤ leadingTail n μ Q / Q ^ 2 :=
    hstep.trans (by gcongr)
  have e : (1 - (n + 1) * μ ^ 2 / Q ^ 2) * leadingTail n μ Q
      = leadingTail n μ Q - (n + 1) * μ ^ 2 * (leadingTail n μ Q / Q ^ 2) := by ring
  refine ⟨?_, hup⟩
  rw [e]
  linarith [mul_le_mul_of_nonneg_left hB hc]
```

In the code, `hnn` is the nonnegativity of $T_{n+2}(Q)$, `hup` the upper bound, `hstep` the first inequality of the first display, and `hB` the resulting bound $T_{n+2}(Q)\le B_n(Q)/Q^2$. The lower bound carries information only for $Q^2>(n+1)\mu^2$; at smaller cutoffs its left side is zero or negative.

For the full Coulomb interaction the Gaussian is absent and the tail is elementary:

$$\int_Q^\infty\frac{dq}{q^{n+2}}=\left[-\frac{1}{(n+1)q^{n+1}}\right]_Q^\infty=\frac{1}{(n+1)Q^{n+1}}.$$

```lean
/-- Without Gaussian damping, the tail of `1/qⁿ⁺²` above a cutoff `Q > 0` is
`1/((n+1) Qⁿ⁺¹)`. -/
theorem undamped_tail (n : ℕ) {Q : ℝ} (hQ : 0 < Q) :
    ∫ q in Ioi Q, 1 / q ^ (n + 2) = 1 / (((n : ℝ) + 1) * Q ^ (n + 1)) := by
  have key : ∀ (k : ℕ) (x : ℝ), 0 < x → x ^ (-(k : ℝ)) = 1 / x ^ k := fun k x hx => by
    rw [Real.rpow_neg hx.le, Real.rpow_natCast, one_div]
  have hn : (0 : ℝ) ≤ n := Nat.cast_nonneg n
  have h := integral_Ioi_rpow_of_lt (a := -((n + 2 : ℕ) : ℝ)) (by push_cast; linarith) hQ
  have e : -((n + 2 : ℕ) : ℝ) + 1 = -((n + 1 : ℕ) : ℝ) := by push_cast; ring
  rw [e, key _ _ hQ, neg_div_neg_eq, div_div] at h
  rw [setIntegral_congr_fun measurableSet_Ioi
    (fun q hq => (key (n + 2) q (hQ.trans (mem_Ioi.1 hq))).symm), h]
  push_cast
  rw [mul_comm]
```

Writing the exponent as $n+2$ ensures convergence for every natural $n$, including zero. Mathlib states the integral for real exponents, and `key` translates between these and ordinary inverse powers.

Setting $n=6$ in the damped bounds and $n=4$ in the undamped formula gives, with $B=B_6(Q)$,

$$\left(1-\frac{7\mu^2}{Q^2}\right)B\le\int_Q^\infty\frac{e^{-q^2/(2\mu^2)}}{q^6}\,dq\le B,\qquad\int_Q^\infty\frac{dq}{q^6}=\frac{1}{5Q^5}.$$

```lean
/-- For `μ, Q > 0`, the model second-order cutoff error with integrand `q⁻⁶ exp(-q²/(2μ²))`
lies between `(1 - 7μ²/Q²) B` and `B`, where `B = μ² exp(-Q²/(2μ²))/Q⁷`; the tail of the
undamped `q⁻⁶` is `1/(5Q⁵)`. -/
theorem rpa_cutoff_error {μ Q : ℝ} (hμ : 0 < μ) (hQ : 0 < Q) :
    (1 - 7 * μ ^ 2 / Q ^ 2) * (μ ^ 2 * Real.exp (-Q ^ 2 / (2 * μ ^ 2)) / Q ^ 7)
        ≤ ∫ q in Ioi Q, Real.exp (-q ^ 2 / (2 * μ ^ 2)) / q ^ 6 ∧
      ∫ q in Ioi Q, Real.exp (-q ^ 2 / (2 * μ ^ 2)) / q ^ 6
        ≤ μ ^ 2 * Real.exp (-Q ^ 2 / (2 * μ ^ 2)) / Q ^ 7 ∧
      ∫ q in Ioi Q, 1 / q ^ 6 = 1 / (5 * Q ^ 5) := by
  have h := cutoffTail_bounds 6 hμ hQ
  have h' := undamped_tail 4 hQ
  have e7 : ((6 : ℕ) : ℝ) + 1 = 7 := by norm_num
  have e5 : ((4 : ℕ) : ℝ) + 1 = 5 := by norm_num
  rw [e7] at h
  rw [e5] at h'
  exact ⟨h.1, h.2, h'⟩
```

The theorem writes the integrals out in full, so it can be read without the earlier definitions. Its only hypotheses are $\mu>0$ and $Q>0$, and its conclusion joins the lower bound, the upper bound and the undamped value. It concerns this one-dimensional model integral; the RPA energy of a material also involves the off-diagonal response, the higher orders in the interaction and the frequency integration. In an off-diagonal second-order term the two interactions carry different momenta $q$ and $q'$, and the damping is $e^{-(q^2+q'^2)/(4\mu^2)}$. When only $q$ lies above the cutoff, this is weaker than the damping $e^{-q^2/(2\mu^2)}$ of the model.

## What the damping gains

The upper bound for exponent $n+2$ can be factored so that the undamped tail appears:

$$T_{n+2}(Q)\le\frac{\mu^2e^{-Q^2/(2\mu^2)}}{Q^{n+3}}=(n+1)\frac{\mu^2}{Q^2}e^{-Q^2/(2\mu^2)}\cdot\frac{1}{(n+1)Q^{n+1}}.$$

```lean
/-- For `μ, Q > 0`, the Gaussian-damped tail of `1/qⁿ⁺²` is at most `(n+1) (μ²/Q²) exp(-Q²/(2μ²))`
times the undamped tail. -/
theorem damping_gain (n : ℕ) {μ Q : ℝ} (hμ : 0 < μ) (hQ : 0 < Q) :
    cutoffTail (n + 2) μ Q ≤
      ((n + 1) * (μ ^ 2 / Q ^ 2) * Real.exp (-Q ^ 2 / (2 * μ ^ 2))) *
        ∫ q in Ioi Q, 1 / q ^ (n + 2) := by
  rw [undamped_tail n hQ]
  refine (cutoffTail_bounds (n + 2) hμ hQ).2.trans_eq ?_
  have hn : (n : ℝ) + 1 ≠ 0 := by positivity
  have e : Q ^ (n + 2 + 1) = Q ^ 2 * Q ^ (n + 1) := by ring
  unfold leadingTail
  rw [e]
  generalize Real.exp (-Q ^ 2 / (2 * μ ^ 2)) = x
  field_simp
```

For the integrand $q^{-6}$ the index is $n=4$, and the factor is $5(\mu^2/Q^2)e^{-Q^2/(2\mu^2)}$. It is about 3 at $Q=\mu$, where the bound is of no use, and about 0.17 at $Q=2\mu$. The proof inserts the two closed forms and clears denominators.

As an instance, take $\mu=1$ and $Q=4$. Then $e^{-8}\approx3.355\times10^{-4}$ and $Q^7=16384$, so

$$B\approx\frac{3.355\times10^{-4}}{16384}\approx2.05\times10^{-8}.$$

The lower factor is $1-7/16=0.5625$, which places the damped tail between about $1.15\times10^{-8}$ and $2.05\times10^{-8}$. The undamped tail is $1/(5\cdot1024)\approx1.95\times10^{-4}$, larger by a factor of roughly ten thousand or more.

In a plane-wave RPA calculation, the response function is a matrix in reciprocal-lattice vectors $\mathbf G$, commonly kept for $|\mathbf k+\mathbf G|\le Q$ at each momentum transfer $\mathbf k$. This cutoff is usually given as an energy, $E_{\rm cut}=Q^2/2$ in hartree, and the exponential in $B$ then reads $e^{-E_{\rm cut}/\mu^2}$ with $\mu$ in atomic units. The example corresponds to $E_{\rm cut}=8$ hartree. Doubling the cutoff energy squares the exponential, whereas it reduces the undamped model tail only by $2^{5/2}\approx5.7$. These rates belong to the model at a fixed frequency.

The frequency integration changes the power. The imaginary frequencies that contribute at large $q$ extend over a range growing as $q^2$, which turns the model integrand from $q^{-6}$ into $q^{-4}$. The general bounds then apply with $n=4$: the estimate is $B_4(Q)=\mu^2e^{-Q^2/(2\mu^2)}/Q^5$, and the undamped tail is $1/(3Q^3)$, which falls by a factor of $2^{3/2}\approx2.8$ when the cutoff energy is doubled.

## The estimate at large cutoff

Since $B_n(Q)>0$, dividing the two bounds by it gives

$$1-\frac{(n+1)\mu^2}{Q^2}\le\frac{T_n(Q)}{B_n(Q)}\le1.$$

At fixed $\mu$ the left side tends to one as $Q\to\infty$, and the ratio is squeezed to the same limit.

```lean
/-- For `μ > 0`, the ratio of the cutoff error to its closed-form estimate tends to one as the
cutoff grows. -/
theorem cutoffTail_asymptotic (n : ℕ) {μ : ℝ} (hμ : 0 < μ) :
    Tendsto (fun Q => cutoffTail n μ Q / leadingTail n μ Q) atTop (𝓝 1) := by
  have h0 : Tendsto (fun Q : ℝ => ((n : ℝ) + 1) * μ ^ 2 / Q ^ 2) atTop (𝓝 0) :=
    tendsto_const_nhds.div_atTop (tendsto_pow_atTop two_ne_zero)
  have h1 : Tendsto (fun Q : ℝ => 1 - ((n : ℝ) + 1) * μ ^ 2 / Q ^ 2) atTop (𝓝 1) := by
    simpa using h0.const_sub 1
  have hpos : ∀ Q : ℝ, 0 < Q → 0 < leadingTail n μ Q := fun Q hQ => by
    unfold leadingTail
    positivity
  refine tendsto_of_tendsto_of_tendsto_of_le_of_le' h1 tendsto_const_nhds ?_ ?_
  · filter_upwards [eventually_gt_atTop (0 : ℝ)] with Q hQ
    exact (le_div_iff₀ (hpos Q hQ)).2 (cutoffTail_bounds n hμ hQ).1
  · filter_upwards [eventually_gt_atTop (0 : ℝ)] with Q hQ
    exact (div_le_one (hpos Q hQ)).2 (cutoffTail_bounds n hμ hQ).2

end

end LongRangeRPACutoff
```

The limits of the two outer functions are `h1` and a constant limit, and the two `filter_upwards` blocks provide the inequalities for all positive $Q$. The closed form $B_n$ is therefore the leading asymptotic term of the damped tail, with a relative error of at most $(n+1)\mu^2/Q^2$ at each positive cutoff.

```lean
#print axioms LongRangeRPACutoff.rpa_cutoff_error
#print axioms LongRangeRPACutoff.damping_gain
#print axioms LongRangeRPACutoff.cutoffTail_asymptotic
```

```
'LongRangeRPACutoff.rpa_cutoff_error' depends on axioms: [propext, Classical.choice, Quot.sound]
'LongRangeRPACutoff.damping_gain' depends on axioms: [propext, Classical.choice, Quot.sound]
'LongRangeRPACutoff.cutoffTail_asymptotic' depends on axioms: [propext, Classical.choice, Quot.sound]
```
